# A three-site chain with sites 1 and 2 at energy 0 and coupled by 1, and site 3 uncoupled at energy 2, has no level strictly between the levels −1 and 1 of its first two sites

The declaration concerns a real 3 by 3 tridiagonal matrix, which can be read as the one-particle Hamiltonian of a finite, non-interacting chain with site energies 0, 0, 2 and couplings 1, 0. It states that the block for the first two sites has eigenvalues −1 and 1, while the full matrix has no eigenvalue strictly between them. An eigenvalue here needs only a nonzero real eigenvector, and the proof offers the unnormalised vectors (1, −1) and (1, 1) for the block, each of which would be divided by √2 to have length one. To check them, it tries to restate the block as a two-site `jacobi` matrix and compute each component. For the full matrix, it reads off the three rows of the eigenvalue equation and shows that any μ between −1 and 1 forces the vector to be zero.

An attempt in Lean 4 with a fault in it:

```lean
import Mathlib

open Matrix

namespace ZeroCouplingCounterexample

noncomputable section

/-- The real symmetric tridiagonal `n` by `n` matrix with diagonal entries `a 0, a 1, ...` and
off-diagonal entries `b 0, b 1, ...`, where `b j` couples sites `j` and `j + 1`. -/
def jacobi (a b : ℕ → ℝ) (n : ℕ) : Matrix (Fin n) (Fin n) ℝ :=
  Matrix.of fun i j =>
    if (i : ℕ) = j then a i else if (i : ℕ) + 1 = j then b i
    else if (j : ℕ) + 1 = i then b j else 0

/-- The leading `m` by `m` block of an `n` by `n` matrix. -/
def leadingBlock {m n : ℕ} (T : Matrix (Fin n) (Fin n) ℝ) (h : m ≤ n) :
    Matrix (Fin m) (Fin m) ℝ :=
  T.submatrix (Fin.castLE h) (Fin.castLE h)

/-- The number `μ` is an eigenvalue of `T`: some nonzero vector `v` satisfies `T v = μ v`. -/
def IsEigenvalue {n : ℕ} (T : Matrix (Fin n) (Fin n) ℝ) (μ : ℝ) : Prop :=
  ∃ v : Fin n → ℝ, v ≠ 0 ∧ T *ᵥ v = μ • v

/-- Three sites with diagonal `0, 0, 2` and off-diagonals `1, 0`: the leading 2 by 2 block has
eigenvalues `-1` and `1`, but the full matrix has no eigenvalue strictly between them. -/
theorem zero_coupling_counterexample :
    let T := jacobi (fun j => if j = 2 then 2 else 0) (fun j => if j = 0 then 1 else 0) 3
    IsEigenvalue (leadingBlock T (show 2 ≤ 3 by norm_num)) (-1) ∧
    IsEigenvalue (leadingBlock T (show 2 ≤ 3 by norm_num)) 1 ∧
    ∀ μ, -1 < μ → μ < 1 → ¬ IsEigenvalue T μ := by
  intro T
  refine ⟨⟨![1, -1], ?_, ?_⟩, ⟨![1, 1], ?_, ?_⟩, ?_⟩
  · intro h
    have h0 := congrFun h 0
    simp at h0
  · change jacobi _ _ 2 *ᵥ _ = _
    ext i
    fin_cases i <;> simp [jacobi, mulVec, dotProduct, Fin.sum_univ_two]
  · intro h
    have h0 := congrFun h 0
    simp at h0
  · change jacobi _ _ 2 *ᵥ _ = _
    ext i
    fin_cases i <;> simp [jacobi, mulVec, dotProduct, Fin.sum_univ_two]
  · rintro μ h1 h2 ⟨v, hv, h⟩
    have r0 : v 1 = μ * v 0 := by
      simpa [T, jacobi, mulVec, dotProduct, Fin.sum_univ_three] using congrFun h 0
    have r1 : v 0 = μ * v 1 := by
      simpa [T, jacobi, mulVec, dotProduct, Fin.sum_univ_three] using congrFun h 1
    have r2 : 2 * v 2 = μ * v 2 := by
      simpa [T, jacobi, mulVec, dotProduct, Fin.sum_univ_three] using congrFun h 2
    have hp : 0 < 1 - μ ^ 2 := by nlinarith
    have e0 : (1 - μ ^ 2) * v 0 = 0 := by linear_combination r1 + μ * r0
    have z0 : v 0 = 0 := (mul_eq_zero.1 e0).resolve_left hp.ne'
    have z1 : v 1 = 0 := by rw [r0, z0, mul_zero]
    have e2 : (2 - μ) * v 2 = 0 := by linear_combination r2
    have z2 : v 2 = 0 := (mul_eq_zero.1 e2).resolve_left (by linarith : 0 < 2 - μ).ne'
    apply hv
    ext i
    fin_cases i
    exacts [z0, z1, z2]

end

end ZeroCouplingCounterexample
```

The compiler's answer:

```
Main.lean:37:4: error: 'change' tactic failed, pattern
  jacobi ?m.138 ?m.139 2 *ᵥ ?m.142 = ?m.144
is not definitionally equal to target
  leadingBlock T ⋯ *ᵥ ![1, -1] = -1 • ![1, -1]
Main.lean:43:4: error: 'change' tactic failed, pattern
  jacobi ?m.162 ?m.163 2 *ᵥ ?m.166 = ?m.168
is not definitionally equal to target
  leadingBlock T ⋯ *ᵥ ![1, 1] = 1 • ![1, 1]
```

What went wrong. Both errors say that `change` could not match the goal, which contains `leadingBlock T ⋯`, with the pattern `jacobi _ _ 2 *ᵥ _ = _`. The block does equal a two-site `jacobi` matrix by definition, as the `rfl` in the repair confirms. But the two underscores after `jacobi` leave its diagonal and off-diagonal functions unknown, shown as `?m.138` and `?m.139` in the first message. Lean would have to find whole functions on the natural numbers by comparing matrix entries, where they appear only applied to site indices, and it did not find them.

The repair writes both functions out in `hblock`. With nothing left to guess, `rfl` only has to unfold the definitions and check that the two sides agree. `rw [hblock]` then replaces the block in both eigenvalue claims before the goal is split, so the two `change` lines are no longer needed and are removed. The `ext i` and `simp` steps that follow them are kept as they were.

Lean accepts the file once it reads:

```diff
@@ -31,16 +31,17 @@
     ∀ μ, -1 < μ → μ < 1 → ¬ IsEigenvalue T μ := by
   intro T
+  have hblock : leadingBlock T (show 2 ≤ 3 by norm_num) =
+      jacobi (fun j => if j = 2 then 2 else 0) (fun j => if j = 0 then 1 else 0) 2 := rfl
+  rw [hblock]
   refine ⟨⟨![1, -1], ?_, ?_⟩, ⟨![1, 1], ?_, ?_⟩, ?_⟩
   · intro h
     have h0 := congrFun h 0
     simp at h0
-  · change jacobi _ _ 2 *ᵥ _ = _
-    ext i
+  · ext i
     fin_cases i <;> simp [jacobi, mulVec, dotProduct, Fin.sum_univ_two]
   · intro h
     have h0 := congrFun h 0
     simp at h0
-  · change jacobi _ _ 2 *ᵥ _ = _
-    ext i
+  · ext i
     fin_cases i <;> simp [jacobi, mulVec, dotProduct, Fin.sum_univ_two]
   · rintro μ h1 h2 ⟨v, hv, h⟩
```
